# The energy of charges on a one-dimensional periodic mesh is the same computed in real or reciprocal space, for a real even influence function

In a particle-mesh Ewald (PME) calculation, point charges are spread onto a periodic grid, and their long-range interaction is evaluated there. The energy can be computed as charge times potential, summed over mesh points, or as a weighted sum of squared Fourier amplitudes. Do the two give the same number, and with which prefactor? Both are forms of the long-range mesh energy. Here "real-space" refers to the sum over mesh points, not to the short-range part of the Ewald sum, which is a separate term.

Let the mesh have N ≥ 1 points, with indices taken modulo N. Q(j) is the real mesh charge and G(k) a real influence function with G(−k) = G(k). Write w(m) = exp(2πi m/N) and

Q̂(k) = Σ_j w(−jk) Q(j)

K(j) = (1/N) Σ_k w(jk) G(k)

φ(j) = Σ_l K(j−l) Q(l).

Then K is real and even, and the energy E satisfies

E = ½ Σ_j Q(j) φ(j) = (1/2N) Σ_k G(k) |Q̂(k)|².

## Energy from amplitudes, forces from the potential

A PME code can sum the energy in reciprocal space and still take forces from the real-space potential, by weighting it with the derivatives of the mesh charges. For a one-dimensional mesh with a fixed even kernel and differentiable mesh charges, the identity and the derivative formula below show that these forces are consistent with the energy. Differentiating the potential on the mesh and interpolating the result back to the particles is a different scheme, which the formula does not cover. The prefactor depends on the transform convention: if the backward FFT omits 1/N and G does not absorb it, φ and E are both N times larger.

## From plane waves to energy and force

Conjugation reverses a phase: conj w(m) = w(−m). Since G is real, replacing k by −k and using evenness gives

conj K(j) = (1/N) Σ_k w(−jk) G(k) = (1/N) Σ_k w(jk) G(−k) = K(j).

The first sum is also K(−j), so K is real and even.

Next, w((j−l)k) = w(jk) w(−lk), so

φ(j) = (1/N) Σ_k w(jk) G(k) Σ_l w(−lk) Q(l) = (1/N) Σ_k w(jk) G(k) Q̂(k).

This is the mesh algorithm: transform, multiply by G, transform back. For a second real charge P, Σ_j w(jk) P(j) = conj P̂(k), hence

Σ_j P(j) φ(j) = (1/N) Σ_k G(k) conj P̂(k) Q̂(k).

Setting P = Q and halving gives the energy identity. If G ≥ 0, every term is nonnegative, and so is E.

For any real even K, K(j−l) = K(l−j), and exchanging the sums gives reciprocity:

Σ_j P(j) (K*Q)(j) = Σ_j Q(j) (K*P)(j),

where * is circular convolution. If Q depends differentiably on a coordinate x, with derivative Q′, the product rule gives

dE/dx = ½ Σ_j Q′(j) φ(j) + ½ Σ_j Q(j) (K*Q′)(j) = Σ_j Q′(j) φ(j).

By reciprocity the two halves are equal, so the factor ½ disappears. The mesh contribution to the force along x is minus this derivative.

## The Lean file

```lean
import Mathlib

open Finset
open scoped ComplexConjugate

namespace PMEMeshEnergy

noncomputable section

variable {N : ℕ} [NeZero N]

/-- The unnormalised discrete Fourier transform on a periodic mesh of `N` points. -/
def meshDFT (f : ZMod N → ℂ) (k : ZMod N) : ℂ :=
  ∑ j, ZMod.stdAddChar (-(j * k)) * f j

/-- The inverse discrete Fourier transform, with the factor `1 / N`. -/
def meshInvDFT (g : ZMod N → ℂ) (j : ZMod N) : ℂ :=
  (1 / (N : ℂ)) * ∑ k, ZMod.stdAddChar (j * k) * g k

/-- The real-space kernel of an influence function `G`: the real part of its inverse DFT. -/
def meshKernel (G : ZMod N → ℝ) (j : ZMod N) : ℝ :=
  (meshInvDFT (fun k => (G k : ℂ)) j).re

/-- The mesh potential: the circular convolution of the kernel `K` with the charge `Q`. -/
def potential (K Q : ZMod N → ℝ) (j : ZMod N) : ℝ :=
  ∑ l, K (j - l) * Q l

/-- The real-space mesh energy: half the sum of charge times potential. -/
def energy (K Q : ZMod N → ℝ) : ℝ :=
  (1 / 2) * ∑ j, Q j * potential K Q j

/-- Complex conjugation of a plane-wave factor reverses its phase. -/
theorem conj_wave (x : ZMod N) :
    conj (ZMod.stdAddChar x : ℂ) = ZMod.stdAddChar (-x) := by
  rw [ZMod.stdAddChar_apply, ZMod.stdAddChar_apply, AddChar.map_neg_eq_inv,
    Circle.coe_inv_eq_conj]

/-- The inverse DFT of an even function is even. -/
theorem meshInvDFT_even (g : ZMod N → ℂ) (hg : ∀ k, g (-k) = g k) (j : ZMod N) :
    meshInvDFT g (-j) = meshInvDFT g j := by
  unfold meshInvDFT
  congr 1
  -- reverse the sign of the wave number
  refine Fintype.sum_equiv (Equiv.neg (ZMod N)) _ _ (fun k => ?_)
  simp only [Equiv.neg_apply, neg_mul, mul_neg, hg]

/-- For a real even influence function the inverse DFT is real: it equals the real kernel. -/
theorem meshKernel_eq_invDFT (G : ZMod N → ℝ) (hG : ∀ k, G (-k) = G k) (j : ZMod N) :
    (meshKernel G j : ℂ) = meshInvDFT (fun k => (G k : ℂ)) j := by
  unfold meshKernel
  apply Complex.conj_eq_iff_re.mp
  unfold meshInvDFT
  simp only [map_mul, map_sum, map_div₀, map_one, map_natCast, Complex.conj_ofReal, conj_wave]
  congr 1
  refine Fintype.sum_equiv (Equiv.neg (ZMod N)) _ _ (fun k => ?_)
  simp only [Equiv.neg_apply, mul_neg, hG]

/-- For a real even influence function, the real-space potential of a real mesh charge is the
inverse DFT of the influence function times the transformed charge. -/
theorem potential_eq_invDFT (G : ZMod N → ℝ) (hG : ∀ k, G (-k) = G k)
    (Q : ZMod N → ℝ) (j : ZMod N) :
    (potential (meshKernel G) Q j : ℂ) =
      meshInvDFT (fun k => (G k : ℂ) * meshDFT (fun l => (Q l : ℂ)) k) j := by
  simp only [potential, Complex.ofReal_sum, Complex.ofReal_mul, meshKernel_eq_invDFT G hG]
  simp only [meshInvDFT, meshDFT, Finset.mul_sum, Finset.sum_mul]
  rw [Finset.sum_comm]
  refine Finset.sum_congr rfl fun k _ => Finset.sum_congr rfl fun l _ => ?_
  -- the phase of a displacement splits into the phases of its end points
  have h : (ZMod.stdAddChar ((j - l) * k) : ℂ) =
      ZMod.stdAddChar (j * k) * ZMod.stdAddChar (-(l * k)) := by
    rw [← AddChar.map_add_eq_mul]
    congr 1
    ring
  rw [h]
  ring

/-- For a real even influence function, the interaction of a real mesh charge `P` with the potential
of a real mesh charge `Q`, written as a sum over wave numbers. -/
theorem interaction_reciprocal (G : ZMod N → ℝ) (hG : ∀ k, G (-k) = G k)
    (P Q : ZMod N → ℝ) :
    ∑ j, (P j : ℂ) * (potential (meshKernel G) Q j : ℂ) =
      (1 / (N : ℂ)) * ∑ k, (G k : ℂ) * conj (meshDFT (fun j => (P j : ℂ)) k) *
        meshDFT (fun j => (Q j : ℂ)) k := by
  -- for a real charge, conjugating the transform reverses all phases
  have hP : ∀ k, conj (meshDFT (fun j => (P j : ℂ)) k) =
      ∑ j, ZMod.stdAddChar (j * k) * (P j : ℂ) := by
    intro k
    simp only [meshDFT, map_sum, map_mul, conj_wave, neg_neg, Complex.conj_ofReal]
  simp only [potential_eq_invDFT G hG, hP]
  simp only [meshInvDFT, Finset.mul_sum, Finset.sum_mul]
  rw [Finset.sum_comm]
  refine Finset.sum_congr rfl fun k _ => Finset.sum_congr rfl fun j _ => ?_
  ring

/-- For a real even influence function `G`, the inverse DFT of `G` is real and even, and the
real-space energy of every real mesh charge equals its reciprocal-space energy. -/
theorem pme_energy_real_eq_reciprocal (G : ZMod N → ℝ) (hG : ∀ k, G (-k) = G k) :
    (∀ j, (meshKernel G j : ℂ) = meshInvDFT (fun k => (G k : ℂ)) j) ∧
    (∀ j, meshKernel G (-j) = meshKernel G j) ∧
    ∀ Q : ZMod N → ℝ, energy (meshKernel G) Q =
      1 / (2 * (N : ℝ)) * ∑ k, G k * ‖meshDFT (fun j => (Q j : ℂ)) k‖ ^ 2 := by
  refine ⟨meshKernel_eq_invDFT G hG, fun j => ?_, fun Q => ?_⟩
  · unfold meshKernel
    rw [meshInvDFT_even _ (fun k => by rw [hG k]) j]
  · have h := interaction_reciprocal G hG Q Q
    -- a transform times its conjugate is its squared modulus
    have h2 : ∀ k, (G k : ℂ) * conj (meshDFT (fun j => (Q j : ℂ)) k) *
        meshDFT (fun j => (Q j : ℂ)) k =
        ((G k * ‖meshDFT (fun j => (Q j : ℂ)) k‖ ^ 2 : ℝ) : ℂ) := by
      intro k
      rw [Complex.ofReal_mul, mul_assoc, mul_comm (conj (meshDFT (fun j => (Q j : ℂ)) k)),
        Complex.mul_conj, Complex.normSq_eq_norm_sq]
    simp only [h2] at h
    have h3 : ∑ j, Q j * potential (meshKernel G) Q j =
        1 / (N : ℝ) * ∑ k, G k * ‖meshDFT (fun j => (Q j : ℂ)) k‖ ^ 2 := by
      apply Complex.ofReal_injective
      push_cast at h ⊢
      exact h
    unfold energy
    rw [h3]
    ring

/-- A nonnegative even influence function gives every real mesh charge a nonnegative energy. -/
theorem energy_nonneg (G : ZMod N → ℝ) (hG : ∀ k, G (-k) = G k) (hpos : ∀ k, 0 ≤ G k)
    (Q : ZMod N → ℝ) : 0 ≤ energy (meshKernel G) Q := by
  rw [(pme_energy_real_eq_reciprocal G hG).2.2 Q]
  exact mul_nonneg (by positivity)
    (Finset.sum_nonneg fun k _ => mul_nonneg (hpos k) (sq_nonneg _))

/-- For an even kernel, the charge `P` in the potential of `Q` has the same interaction energy
as the charge `Q` in the potential of `P`. -/
theorem interaction_symm (K : ZMod N → ℝ) (hK : ∀ j, K (-j) = K j) (P Q : ZMod N → ℝ) :
    ∑ j, P j * potential K Q j = ∑ j, Q j * potential K P j := by
  simp only [potential, Finset.mul_sum]
  rw [Finset.sum_comm]
  refine Finset.sum_congr rfl fun l _ => Finset.sum_congr rfl fun j _ => ?_
  have h : K (j - l) = K (l - j) := by
    rw [← hK (l - j), neg_sub]
  rw [h]
  ring

/-- If the mesh charges depend differentiably on a coordinate `x`, the derivative of the energy
for an even kernel is the sum of the charge derivatives times the potential. -/
theorem energy_hasDerivAt (K : ZMod N → ℝ) (hK : ∀ j, K (-j) = K j)
    (Q : ℝ → ZMod N → ℝ) (Q' : ZMod N → ℝ) (x : ℝ)
    (hQ : ∀ j, HasDerivAt (fun y => Q y j) (Q' j) x) :
    HasDerivAt (fun y => energy K (Q y)) (∑ j, Q' j * potential K (Q x) j) x := by
  have hpot : ∀ j, HasDerivAt (fun y => potential K (Q y) j) (potential K Q' j) x := by
    intro j
    unfold potential
    exact HasDerivAt.fun_sum (fun l _ => (hQ l).const_mul (K (j - l)))
  have hs : ∀ j ∈ (Finset.univ : Finset (ZMod N)),
      HasDerivAt (fun y => Q y j * potential K (Q y) j)
        (Q' j * potential K (Q x) j + Q x j * potential K Q' j) x :=
    fun j _ => (hQ j).fun_mul (hpot j)
  have h := (HasDerivAt.fun_sum hs).const_mul (1 / 2 : ℝ)
  unfold energy
  refine h.congr_deriv ?_
  -- the two halves of the product rule agree by reciprocity
  rw [Finset.sum_add_distrib, interaction_symm K hK (Q x) Q']
  ring

end

end PMEMeshEnergy
```

```lean
#print axioms PMEMeshEnergy.pme_energy_real_eq_reciprocal
#print axioms PMEMeshEnergy.energy_nonneg
#print axioms PMEMeshEnergy.energy_hasDerivAt
```

```
'PMEMeshEnergy.pme_energy_real_eq_reciprocal' depends on axioms: [propext, Classical.choice, Quot.sound]
'PMEMeshEnergy.energy_nonneg' depends on axioms: [propext, Classical.choice, Quot.sound]
'PMEMeshEnergy.energy_hasDerivAt' depends on axioms: [propext, Classical.choice, Quot.sound]
```

## Mesh, kernel and energy in Lean

`ZMod N` is the periodic mesh and also labels the wave numbers; `NeZero N` excludes an empty mesh. `ZMod.stdAddChar` is w, `meshDFT` is unnormalised, and `meshInvDFT` carries 1/N. The hypothesis `hG` is the evenness of G.

`meshKernel` is defined as the real part of the inverse transform. The first clause of `pme_energy_real_eq_reciprocal` says that this equals the full complex transform, so no imaginary part is discarded. The second clause is evenness of K, and the third is the energy identity for every real Q.

## Reindexing and exchanged sums

`conj_wave` reverses the phase. In `meshInvDFT_even` and `meshKernel_eq_invDFT`, `Fintype.sum_equiv` with `Equiv.neg` performs k → −k. `potential_eq_invDFT` splits the phase after `Finset.sum_comm` exchanges the sums, and `interaction_reciprocal` pairs the result with P. The main theorem sets P = Q, recognises the squared modulus and returns from complex to real numbers by `Complex.ofReal_injective`.

`energy_nonneg` reads the sign from the reciprocal sum. `energy_hasDerivAt` applies the product rule and merges its halves with `interaction_symm`.

## One dimension, exact arithmetic, given mesh charges

The theorems concern a one-dimensional mesh and exact real and complex numbers, not floating-point FFTs. G is arbitrary apart from the stated conditions: its Ewald form, the treatment of k = 0 and the accuracy of the mesh approximation do not enter. Nor do the short-range and self-energy terms of the Ewald sum.

Charge spreading is not modelled either. The derivative theorem assumes differentiable mesh charges, a condition on the assignment scheme, and keeps K fixed, so it does not cover changes of the cell.
